# A complex 2×2 matrix is Hermitian exactly when it is (n 1 + m · σ)/2 for a unique real number n and real vector m

The theorem says that a complex 2×2 matrix A is Hermitian if and only if exactly one pair of a real number n and a real three-component vector m gives A = (n 1 + m · σ)/2, where σ stands for the three Pauli matrices. In physics this is the form of a spin density matrix with charge density n and magnetization m, though the statement requires neither n ≥ 0 nor |m| ≤ n, so A need not be positive semidefinite. For the forward direction, the proof takes relations between the real and imaginary parts of the entries from Hermiticity, uses them to check an explicit choice of n and m, and gets uniqueness from an earlier lemma. The converse uses the earlier result that every matrix of this form is Hermitian.

In Lean, a first try:

```lean
import Mathlib

open Matrix

namespace NoncollinearSpinDensity

noncomputable section

/-- The three Pauli matrices, indexed by the Cartesian directions x, y, z. -/
def pauli : Fin 3 → Matrix (Fin 2) (Fin 2) ℂ :=
  ![!![0, 1; 1, 0], !![0, -Complex.I; Complex.I, 0], !![1, 0; 0, -1]]

/-- The 2×2 spin density matrix `(n 1 + m · σ) / 2` with charge density `n` and
magnetization vector `m`. -/
def spinDensity (n : ℝ) (m : EuclideanSpace ℝ (Fin 3)) : Matrix (Fin 2) (Fin 2) ℂ :=
  (1 / 2 : ℂ) • ((n : ℂ) • (1 : Matrix (Fin 2) (Fin 2) ℂ) + ∑ k, (m k : ℂ) • pauli k)

/-- The four entries of the spin density matrix in the basis of spin up and down along z. -/
theorem spinDensity_eq (n : ℝ) (m : EuclideanSpace ℝ (Fin 3)) :
    spinDensity n m =
      !![((n : ℂ) + m 2) / 2, ((m 0 : ℂ) - Complex.I * m 1) / 2;
         ((m 0 : ℂ) + Complex.I * m 1) / 2, ((n : ℂ) - m 2) / 2] := by
  ext i j
  fin_cases i <;> fin_cases j <;>
    simp [spinDensity, pauli, Fin.sum_univ_three] <;> ring

/-- The spin density matrix is Hermitian. -/
theorem spinDensity_isHermitian (n : ℝ) (m : EuclideanSpace ℝ (Fin 3)) :
    (spinDensity n m).IsHermitian := by
  rw [spinDensity_eq, Matrix.IsHermitian]
  ext i j
  fin_cases i <;> fin_cases j <;> simp [Matrix.conjTranspose_apply]
  ring

/-- Two spin density matrices agree only if their charge densities and their magnetization
vectors agree. -/
theorem spinDensity_injective {n n' : ℝ} {m m' : EuclideanSpace ℝ (Fin 3)}
    (h : spinDensity n m = spinDensity n' m') : n = n' ∧ m = m' := by
  simp only [spinDensity_eq] at h
  have h00 := congrArg (fun M => (M 0 0).re) h
  have h11 := congrArg (fun M => (M 1 1).re) h
  have hre := congrArg (fun M => (M 1 0).re) h
  have him := congrArg (fun M => (M 1 0).im) h
  simp at h00 h11 hre him
  refine ⟨by linarith, ?_⟩
  ext k
  fin_cases k <;> simp <;> linarith

/-- A complex 2×2 matrix is Hermitian if and only if it is `(n 1 + m · σ) / 2` for exactly one
pair of a real number `n` and a real vector `m`. -/
theorem isHermitian_iff_existsUnique (A : Matrix (Fin 2) (Fin 2) ℂ) :
    A.IsHermitian ↔
      ∃! p : ℝ × EuclideanSpace ℝ (Fin 3), A = spinDensity p.1 p.2 := by
  constructor
  · intro hA
    -- real diagonal, conjugate off-diagonal entries
    have h00 : -(A 0 0).im = (A 0 0).im := congrArg Complex.im (hA.apply 0 0)
    have h11 : -(A 1 1).im = (A 1 1).im := congrArg Complex.im (hA.apply 1 1)
    have hre : (A 1 0).re = (A 0 1).re := congrArg Complex.re (hA.apply 0 1)
    have him : -(A 1 0).im = (A 0 1).im := congrArg Complex.im (hA.apply 0 1)
    have hex : A = spinDensity ((A 0 0).re + (A 1 1).re)
        !₂[2 * (A 1 0).re, 2 * (A 1 0).im, (A 0 0).re - (A 1 1).re] := by
      rw [spinDensity_eq]
      ext i j
      fin_cases i <;> fin_cases j <;> apply Complex.ext <;> simp <;> linarith
    refine ⟨(_, _), hex, ?_⟩
    rintro ⟨n, m⟩ h
    have h' : A = spinDensity n m := h
    obtain ⟨h1, h2⟩ := spinDensity_injective (h'.symm.trans hex)
    exact Prod.ext h1 h2
  · rintro ⟨p, hp, -⟩
    have h' : A = spinDensity p.1 p.2 := hp
    rw [h']
    exact spinDensity_isHermitian _ _

end

end NoncollinearSpinDensity
```

The compiler's answer:

```
Main.lean:59:62: error: Application type mismatch: The argument
  IsHermitian.apply hA 0 1
has type
  star (A 1 0) = A 0 1
but is expected to have type
  A 1 0 = A 0 1
in the application
  congrArg Complex.re (IsHermitian.apply hA 0 1)
```

Fix (accepted with no message):

```diff
@@ -57,5 +57,5 @@
     have h00 : -(A 0 0).im = (A 0 0).im := congrArg Complex.im (hA.apply 0 0)
     have h11 : -(A 1 1).im = (A 1 1).im := congrArg Complex.im (hA.apply 1 1)
-    have hre : (A 1 0).re = (A 0 1).re := congrArg Complex.re (hA.apply 0 1)
+    have hre : (A 1 0).re = (A 0 1).re := (congrArg Complex.re (hA.apply 0 1) :)
     have him : -(A 1 0).im = (A 0 1).im := congrArg Complex.im (hA.apply 0 1)
     have hex : A = spinDensity ((A 0 0).re + (A 1 1).re)
```

The error is in `hre`, which says that the two off-diagonal entries have equal real parts. Hermiticity, through `hA.apply 0 1`, gives `star (A 1 0) = A 0 1`, and `congrArg Complex.re` should take real parts of both sides. But Lean first matched the result of `congrArg` with the stated goal `(A 1 0).re = (A 0 1).re`, and so settled that the argument must prove `A 1 0 = A 0 1`. The conjugation is missing there, and the types do not agree.

The repair wraps the term in `( … :)`, which makes Lean elaborate it without using the expected type. It then proves `(star (A 1 0)).re = (A 0 1).re`. This agrees with the stated goal by definition, since conjugation leaves the real part unchanged, so Lean accepts it.

The neighbouring lines about imaginary parts needed no change: their left sides are negations such as `-(A 1 0).im`, which do not directly match `Complex.im` applied to an entry.
